# Steepest descent on V = −x + (1−x)y²/2 keeps the symmetry axis and amplifies displacements past x = 1

A steepest-descent path is modelled here as a pair of functions x(t), y(t) whose derivatives within the closed interval [0,T] equal minus the partial derivatives of V. At the two end times only the one-sided derivative counts, and nothing is required of the functions outside the interval.

```lean
import Mathlib

open Set

namespace ValleyRidge

noncomputable section

/-- The model energy surface `V(x,y) = -x + (1-x) y²/2`. -/
def V (x y : ℝ) : ℝ := -x + (1 - x) * y ^ 2 / 2

/-- The path `(x(t), y(t))` follows steepest descent on `V` for times in `[0,T]`:
its velocity is minus the gradient of `V`. -/
structure SteepestDescent (T : ℝ) (x y : ℝ → ℝ) : Prop where
  dx : ∀ t ∈ Icc 0 T,
    HasDerivWithinAt x (-deriv (fun s => V s (y t)) (x t)) (Icc 0 T) t
  dy : ∀ t ∈ Icc 0 T, HasDerivWithinAt y (-deriv (V (x t)) (y t)) (Icc 0 T) t

/-- The slope of the surface along `x`. -/
theorem deriv_V_x (x y : ℝ) : deriv (fun s => V s y) x = -1 - y ^ 2 / 2 := by
  have e : (fun s => V s y) = fun s => s * (-1 - y ^ 2 / 2) + y ^ 2 / 2 := by
    funext s
    simp only [V]
    ring
  rw [e]
  exact (((hasDerivAt_id' x).mul_const _).add_const _).deriv.trans (by ring)

/-- The slope of the surface along the transverse coordinate `y`. -/
theorem deriv_V_y (x y : ℝ) : deriv (V x) y = (1 - x) * y := by
  have e : V x = fun s => -x + (1 - x) / 2 * (s * s) := by
    funext s
    simp only [V]
    ring
  rw [e]
  exact ((((hasDerivAt_id' y).fun_mul (hasDerivAt_id' y)).const_mul
    ((1 - x) / 2)).const_add (-x)).deriv.trans (by ring)

/-- The transverse curvature of the surface is `1 - x`. -/
theorem transverse_curvature (x y : ℝ) : deriv (deriv (V x)) y = 1 - x := by
  have e : deriv (V x) = fun s => (1 - x) * s := funext (deriv_V_y x)
  rw [e]
  exact ((hasDerivAt_id' y).const_mul (1 - x)).deriv.trans (mul_one _)

variable {T : ℝ} {x y : ℝ → ℝ}

/-- The equations of motion of steepest descent: `x' = 1 + y²/2` and `y' = (x-1) y`. -/
theorem SteepestDescent.rates (h : SteepestDescent T x y) {t : ℝ} (ht : t ∈ Icc 0 T) :
    HasDerivWithinAt x (1 + y t ^ 2 / 2) (Icc 0 T) t ∧
      HasDerivWithinAt y ((x t - 1) * y t) (Icc 0 T) t :=
  ⟨(h.dx t ht).congr_deriv (by rw [deriv_V_x]; ring),
    (h.dy t ht).congr_deriv (by rw [deriv_V_y]; ring)⟩

/-- A quantity whose rate of change vanishes on `[0,T]` keeps its initial value. -/
lemma const_of_rate {f : ℝ → ℝ}
    (hf : ∀ t ∈ Icc 0 T, HasDerivWithinAt f 0 (Icc 0 T) t) :
    ∀ t ∈ Icc 0 T, f t = f 0 :=
  constant_of_has_deriv_right_zero (fun s hs => (hf s hs).continuousWithinAt)
    (fun s hs => (hf s ⟨hs.1, hs.2.le⟩).mono_of_mem_nhdsWithin
      (Icc_mem_nhdsGE_of_mem hs))

/-- A quantity whose rate of change is nonnegative on `[0,T]` never decreases there. -/
lemma mono_of_rate {f f' : ℝ → ℝ}
    (hf : ∀ t ∈ Icc 0 T, HasDerivWithinAt f (f' t) (Icc 0 T) t)
    (h0 : ∀ t ∈ Icc 0 T, 0 ≤ f' t) : MonotoneOn f (Icc 0 T) := by
  have hd : ∀ t ∈ interior (Icc 0 T), HasDerivAt f (f' t) t := by
    intro t ht
    rw [interior_Icc] at ht
    exact (hf t ⟨ht.1.le, ht.2.le⟩).hasDerivAt (Icc_mem_nhds ht.1 ht.2)
  exact monotoneOn_of_deriv_nonneg (convex_Icc 0 T)
    (fun t ht => (hf t ht).continuousWithinAt)
    (fun t ht => (hd t ht).differentiableAt.differentiableWithinAt)
    (fun t ht => by rw [(hd t ht).deriv]; exact h0 t (interior_subset ht))

/-- The transverse displacement is its initial value times the exponential of the
accumulated `x - 1` along the path. -/
theorem transverse_displacement (h : SteepestDescent T x y) {t : ℝ} (ht : t ∈ Icc 0 T) :
    y t = y 0 * Real.exp (∫ s in (0 : ℝ)..t, (x s - 1)) := by
  have hT : 0 ≤ T := ht.1.trans ht.2
  have hxc : ContinuousOn x (Icc 0 T) := fun s hs => (h.rates hs).1.continuousWithinAt
  -- extend `x - 1` continuously beyond the time interval
  obtain ⟨g, hg, hgx⟩ : ∃ g : ℝ → ℝ, Continuous g ∧ ∀ s ∈ Icc 0 T, g s = x s - 1 := by
    refine ⟨fun s => x (max 0 (min s T)) - 1, ?_, ?_⟩
    · exact (hxc.comp_continuous (by fun_prop)
        (fun s => ⟨le_max_left _ _, max_le hT (min_le_right _ _)⟩)).sub continuous_const
    · intro s hs
      simp only [min_eq_left hs.2, max_eq_right hs.1]
  have hA : ∀ s, HasDerivAt (fun u => ∫ r in (0 : ℝ)..u, g r) (g s) s :=
    fun s => (hg.integral_hasStrictDerivAt 0 s).hasDerivAt
  -- the integrating factor makes the displacement constant
  have hc := const_of_rate (T := T)
    (f := fun u => y u * Real.exp (-∫ r in (0 : ℝ)..u, g r))
    (fun s hs => ((h.rates hs).2.fun_mul
      (hA s).fun_neg.exp.hasDerivWithinAt).congr_deriv (by rw [hgx s hs]; ring)) t ht
  simp only [intervalIntegral.integral_same, neg_zero, Real.exp_zero, mul_one] at hc
  have hI : ∫ s in (0 : ℝ)..t, (x s - 1) = ∫ s in (0 : ℝ)..t, g s :=
    intervalIntegral.integral_congr (fun s hs => by
      rw [uIcc_of_le ht.1] at hs
      exact (hgx s ⟨hs.1, hs.2.trans ht.2⟩).symm)
  rw [hI, ← hc, mul_assoc, ← Real.exp_add, neg_add_cancel, Real.exp_zero, mul_one]

/-- A path starting on the symmetry axis stays on it and advances at unit speed. A path
starting at `y > 0` keeps `y > 0`, with `y` strictly decreasing during the times with
`x ≤ 1` and strictly increasing during the times with `x ≥ 1`. -/
theorem valley_ridge_descent (h : SteepestDescent T x y) :
    (y 0 = 0 → ∀ t ∈ Icc 0 T, y t = 0 ∧ x t = x 0 + t) ∧
    (0 < y 0 → (∀ t ∈ Icc 0 T, 0 < y t) ∧
      StrictAntiOn y {t | t ∈ Icc 0 T ∧ x t ≤ 1} ∧
      StrictMonoOn y {t | t ∈ Icc 0 T ∧ 1 ≤ x t}) := by
  constructor
  · intro h0
    have hy : ∀ t ∈ Icc 0 T, y t = 0 := fun t ht => by
      rw [transverse_displacement h ht, h0, zero_mul]
    intro t ht
    have hc := const_of_rate (T := T) (f := fun s => x s - s)
      (fun s hs => ((h.rates hs).1.fun_sub
        (hasDerivAt_id' s).hasDerivWithinAt).congr_deriv (by rw [hy s hs]; ring)) t ht
    exact ⟨hy t ht, by linarith⟩
  · intro h0
    have hpos : ∀ t ∈ Icc 0 T, 0 < y t := fun t ht => by
      rw [transverse_displacement h ht]
      positivity
    have hyc : ContinuousOn y (Icc 0 T) := fun s hs => (h.rates hs).2.continuousWithinAt
    -- `x` always advances, so the valley part precedes the ridge part
    have hx : StrictMonoOn x (Icc 0 T) := by
      refine strictMonoOn_of_deriv_pos (convex_Icc 0 T)
        (fun s hs => (h.rates hs).1.continuousWithinAt) (fun s hs => ?_)
      have hs' := interior_subset hs
      rw [interior_Icc] at hs
      rw [((h.rates hs').1.hasDerivAt (Icc_mem_nhds hs.1 hs.2)).deriv]
      positivity
    have hd : ∀ s ∈ Icc 0 T, ∀ t ∈ Icc 0 T, ∀ u ∈ Ioo s t,
        u ∈ Icc 0 T ∧ deriv y u = (x u - 1) * y u := by
      intro s hs t ht u hu
      have h1 : 0 < u := hs.1.trans_lt hu.1
      have h2 : u < T := hu.2.trans_le ht.2
      exact ⟨⟨h1.le, h2.le⟩,
        ((h.rates ⟨h1.le, h2.le⟩).2.hasDerivAt (Icc_mem_nhds h1 h2)).deriv⟩
    refine ⟨hpos, ?_, ?_⟩
    · rintro s ⟨hs, -⟩ t ⟨ht, hxt⟩ hst
      refine strictAntiOn_of_deriv_neg (convex_Icc s t)
        (hyc.mono (Icc_subset_Icc hs.1 ht.2)) (fun u hu => ?_)
        (left_mem_Icc.2 hst.le) (right_mem_Icc.2 hst.le) hst
      rw [interior_Icc] at hu
      obtain ⟨hu', e⟩ := hd s hs t ht u hu
      rw [e]
      exact mul_neg_of_neg_of_pos (by linarith [hx hu' ht hu.2]) (hpos u hu')
    · rintro s ⟨hs, hxs⟩ t ⟨ht, -⟩ hst
      refine strictMonoOn_of_deriv_pos (convex_Icc s t)
        (hyc.mono (Icc_subset_Icc hs.1 ht.2)) (fun u hu => ?_)
        (left_mem_Icc.2 hst.le) (right_mem_Icc.2 hst.le) hst
      rw [interior_Icc] at hu
      obtain ⟨hu', e⟩ := hd s hs t ht u hu
      rw [e]
      exact mul_pos (by linarith [hx hs hu' hu.1]) (hpos u hu')

/-- The straight path along the symmetry axis, from any starting point `a`, is a
steepest-descent path. -/
theorem symmetric_path (T a : ℝ) : SteepestDescent T (fun t => a + t) (fun _ => 0) where
  dx t _ := ((hasDerivAt_id' t).const_add a).hasDerivWithinAt.congr_deriv
    (by simp only [deriv_V_x]; norm_num)
  dy t _ := (hasDerivAt_const t (0 : ℝ)).hasDerivWithinAt.congr_deriv
    (by simp only [deriv_V_y]; norm_num)

/-- Along a path starting at `y > 0` the combination `(x-1)²/2 - log y - y²/4` is
conserved. -/
theorem orbit_invariant (h : SteepestDescent T x y) (h0 : 0 < y 0) :
    ∀ t ∈ Icc 0 T, (x t - 1) ^ 2 / 2 - Real.log (y t) - y t ^ 2 / 4 =
      (x 0 - 1) ^ 2 / 2 - Real.log (y 0) - y 0 ^ 2 / 4 := by
  refine const_of_rate (f := fun t => (x t - 1) ^ 2 / 2 - Real.log (y t) - y t ^ 2 / 4)
    (fun s hs => ?_)
  have hy := ((valley_ridge_descent h).2 h0).1 s hs
  obtain ⟨h1, h2⟩ := h.rates hs
  have hl : (x s - 1) * y s / y s = x s - 1 := mul_div_cancel_right₀ _ hy.ne'
  have h21 : (2 : ℕ) - 1 = 1 := rfl
  refine (((((h1.sub_const 1).fun_pow 2).div_const 2).fun_sub (h2.log hy.ne')).fun_sub
    ((h2.fun_pow 2).div_const 4)).congr_deriv ?_
  rw [hl]
  simp only [h21, pow_one, Nat.cast_ofNat]
  ring

/-- A positive transverse displacement is at least its initial value times
`exp((x(0)-1) t + t²/2)`. -/
theorem transverse_instability (h : SteepestDescent T x y) (h0 : 0 < y 0) {t : ℝ}
    (ht : t ∈ Icc 0 T) :
    y 0 * Real.exp ((x 0 - 1) * t + t * t / 2) ≤ y t := by
  have hpos := ((valley_ridge_descent h).2 h0).1
  have hz : (0 : ℝ) ∈ Icc 0 T := ⟨le_rfl, ht.1.trans ht.2⟩
  -- the path advances at least at unit speed
  have hx : ∀ s ∈ Icc 0 T, x 0 + s ≤ x s := by
    intro s hs
    have hm := mono_of_rate (T := T) (f := fun u => x u - u) (f' := fun u => y u ^ 2 / 2)
      (fun u hu => ((h.rates hu).1.fun_sub
        (hasDerivAt_id' u).hasDerivWithinAt).congr_deriv (by ring))
      (fun u _ => by positivity) hz hs hs.1
    simp only [] at hm
    linarith
  -- compare logarithmic growth rates
  have hm := mono_of_rate (T := T)
    (f := fun u => Real.log (y u) - ((x 0 - 1) * u + u * u / 2))
    (f' := fun u => x u - (x 0 + u))
    (fun u hu => (((h.rates hu).2.log (hpos u hu).ne').fun_sub
      (((hasDerivAt_id' u).const_mul (x 0 - 1)).fun_add
        (((hasDerivAt_id' u).fun_mul (hasDerivAt_id' u)).div_const 2)).hasDerivWithinAt
      ).congr_deriv (by
        rw [mul_div_cancel_right₀ _ (hpos u hu).ne']
        ring))
    (fun u hu => sub_nonneg.2 (hx u hu)) hz ht ht.1
  simp only [] at hm
  calc y 0 * Real.exp ((x 0 - 1) * t + t * t / 2)
      = Real.exp (Real.log (y 0) + ((x 0 - 1) * t + t * t / 2)) := by
        rw [Real.exp_add (Real.log (y 0)), Real.exp_log h0]
    _ ≤ Real.exp (Real.log (y t)) := Real.exp_le_exp.2 (by linarith)
    _ = y t := Real.exp_log (hpos t ht)

end

end ValleyRidge
```

```lean
#print axioms ValleyRidge.transverse_curvature
-- 'ValleyRidge.transverse_curvature' depends on axioms: [propext, Classical.choice, Quot.sound]
#print axioms ValleyRidge.symmetric_path
-- 'ValleyRidge.symmetric_path' depends on axioms: [propext, Classical.choice, Quot.sound]
#print axioms ValleyRidge.orbit_invariant
-- 'ValleyRidge.orbit_invariant' depends on axioms: [propext, Classical.choice, Quot.sound]
#print axioms ValleyRidge.transverse_instability
-- 'ValleyRidge.transverse_instability' depends on axioms: [propext, Classical.choice, Quot.sound]
```

## A valley that becomes a ridge

The coordinate x runs along the reaction path and y measures the departure from symmetry. Differentiating V gives

∂V/∂x = −1 − y²/2
∂V/∂y = (1−x)y
∂²V/∂y² = 1 − x.

These are `deriv_V_x`, `deriv_V_y` and `transverse_curvature`. The axis y = 0 is a valley floor for x < 1 and a ridge crest for x > 1. At the valley-ridge point (1,0) the slope along x is still −1, so the path passes through without stopping.

The structure `SteepestDescent T x y` contains the two descent equations, which `rates` puts in explicit form:

x′ = 1 + y²/2
y′ = (x−1)y.

The main theorem, `valley_ridge_descent`, takes any such path. If y(0) = 0, then y(t) = 0 and x(t) = x(0) + t throughout [0,T]. If y(0) > 0, then y stays positive, strictly decreases over the times with x ≤ 1 and strictly increases over the times with x ≥ 1. Since V(x,−y) = V(x,y), changing the sign of y turns a descent path into another one, so paths with y(0) < 0 are mirror images of these.

The variables are dimensionless and t is a descent parameter, not physical time: there is no inertia, mass weighting or thermal noise. V has no stationary point, so it models a stretch of reaction path without its transition state or products. `symmetric_path` shows that the axis is a solution from every starting point and for every T; for displaced paths, existence up to T is assumed.

For reaction-path calculations, this two-coordinate model shows that a symmetric descent path can continue past a valley-ridge point without branching, even though nearby paths then move away from it.

## Why symmetry persists

Let A(t) = ∫₀ᵗ (x(s)−1) ds. Multiplying y by the integrating factor exp(−A) gives

d/dt [y exp(−A)] = (x−1)y exp(−A) − (x−1)y exp(−A) = 0,

and hence

y(t) = y(0) exp(A(t)).

This is `transverse_displacement`. Its proof first extends x − 1 continuously beyond [0,T], by holding the end values fixed, so that the integral can be differentiated at every time; `const_of_rate` then turns the zero derivative into a constant.

An exponential is positive, so y is zero throughout [0,T] if it starts at zero, and positive throughout [0,T] if it starts positive. In the first case x′ = 1, so x − t is constant.

## Why displaced paths approach and then leave

Let y(0) > 0, so that y stays positive. Since x′ ≥ 1, x strictly increases, and the valley part of the path precedes the ridge part. Take times s < t with x(t) ≤ 1. Every time u between them has x(u) < 1, so y′(u) = (x(u)−1)y(u) < 0 and y(t) < y(s). If instead x(s) ≥ 1, then x(u) > 1 and y′(u) > 0. Only the sign at interior times matters, which is why x = 1 may belong to both ranges. In Lean, `hx` is the growth of x, and `hd` supplies y′ between s and t.

For y(0) > 0, `orbit_invariant` gives the shape of the path through the conserved quantity

(x−1)²/2 − log y − y²/4.

Its derivative is (x−1)(1+y²/2) − (x−1) − (x−1)y²/2 = 0.

The growth also has a lower bound. Since (x−t)′ = y²/2 ≥ 0, we have x(t) ≥ x(0) + t. Therefore (log y)′ = x − 1 ≥ x(0) + t − 1, and integration gives

y(t) ≥ y(0) exp((x(0)−1)t + t²/2).

This is `transverse_instability`; `mono_of_rate` performs both comparisons.

## A path starting at (0, 0.1)

Equating the conserved quantity at the start and at x = 1 gives

log y + y²/4 = log 0.1 − 0.5 + 0.0025 ≈ −2.800,

so y ≈ 0.061 where the path crosses the line x = 1, and this is its smallest displacement. The lower bound at t = 2 is 0.1 exp(−2+2) = 0.1, so the initial displacement has been recovered by then. At t = 3 it is 0.1 exp(−3+4.5) ≈ 0.45. A path started at (0, 0) is at (3, 0) at that time.
